# Exchange on a finite periodic grid: Hermitian for real Fourier coefficients of the interaction, never positive for non-negative ones

Take a periodic grid with two points, $0$ and $1$, one orbital $\psi$ and a real interaction with values $v(0)$ and $v(1)$. Exchange acts on a function $\phi$ as

$$(K\phi)(x)=-\psi(x)\sum_y v(x-y)\,\overline{\psi(y)}\,\phi(y).$$

Write $a=\overline{\psi(0)}\phi(0)$ and $b=\overline{\psi(1)}\phi(1)$ for the two values of the pair density. Then

$$\langle\phi,K\phi\rangle=-v(0)\left(|a|^2+|b|^2\right)-v(1)\left(\bar a b+a\bar b\right)=-\tfrac12\left(w_0|a+b|^2+w_1|a-b|^2\right),$$

with $w_0=v(0)+v(1)$ and $w_1=v(0)-v(1)$. The combinations $a\pm b$ are the Fourier components of the pair density, and $w_0,w_1$ are those of the interaction. If both are non-negative, the result cannot be positive. Positive values of $v$ are not enough: for $v(1)>v(0)>0$ we have $w_1<0$, and a pair density with $a=-b\neq0$ gives a positive result.

## Grid, interaction and exchange operator

The grid now has $N\ge1$ points. Grid points $x$ and reciprocal vectors $G$ are both elements of `ZMod N`, the integers modulo $N$. The orbitals $\psi_j$ form any finite family, indexed by `ι`; they need not be normalised or orthogonal.

```lean
import Mathlib

open Finset ComplexConjugate

namespace PlaneWaveExactExchange

noncomputable section

variable {N : ℕ} [NeZero N] {ι : Type*} [Fintype ι]
```

Let $E$ be the standard additive character of $\mathbb Z/N$. It turns addition into multiplication and sends $1$ to the primitive $N$-th root of unity $\omega=e^{2\pi i/N}$. The plane wave is $u_G(x)=E(Gx)$.

```lean
/-- The plane wave with reciprocal vector `G` at the grid point `x` of the periodic grid. -/
def wave (G x : ZMod N) : ℂ := ZMod.stdAddChar (G * x)
```

The interaction is specified by real coefficients $w(G)$ through $v(x)=\frac1N\sum_G w(G)\,u_G(x)$. Real coefficients give $v(-x)=\overline{v(x)}$; the interaction itself is real if also $w(-G)=w(G)$, which is not required here.

```lean
/-- The interaction on the grid whose Fourier coefficients are the real numbers `w G`. -/
def kernel (w : ZMod N → ℝ) (x : ZMod N) : ℂ :=
  (1 / (N : ℂ)) * ∑ G, (w G : ℂ) * wave G x
```

The Fourier transform carries no prefactor: $\hat f(G)=\sum_x\overline{u_G(x)}\,f(x)$.

```lean
/-- The unnormalised discrete Fourier transform of a grid function. -/
def dft (f : ZMod N → ℂ) (G : ZMod N) : ℂ := ∑ x, conj (wave G x) * f x
```

The inner product $\langle f,g\rangle=\sum_x\overline{f(x)}\,g(x)$ has no volume element and is conjugate-linear on the left.

```lean
/-- The inner product of two grid functions, conjugate-linear in the first. -/
def braket (f g : ZMod N → ℂ) : ℂ := ∑ x, conj (f x) * g x
```

The pair density of $\psi_j$ and $\phi$ is $\rho_j^\phi(x)=\overline{\psi_j(x)}\,\phi(x)$.

```lean
/-- The pair density of an orbital `ψ` and a function `φ`. -/
def pairDensity (ψ φ : ZMod N → ℂ) (x : ZMod N) : ℂ := conj (ψ x) * φ x
```

The exchange operator sums the two-point expression over the orbitals:

$$(K\phi)(x)=-\sum_j\psi_j(x)\sum_y v(x-y)\,\rho_j^\phi(y).$$

The orbitals are held fixed, so $K$ is linear in $\phi$ and self-consistency plays no part. Every orbital has occupation one, and spin is absent: the model describes exchange within one spin channel.

```lean
/-- The exact-exchange operator of the orbitals `ψ j`, applied to `φ`. -/
def exchange (w : ZMod N → ℝ) (ψ : ι → ZMod N → ℂ) (φ : ZMod N → ℂ) (x : ZMod N) : ℂ :=
  -∑ j, ψ j x * ∑ y, kernel w (x - y) * pairDensity (ψ j) φ y
```

## (a) The plane wave as an exponential

Show that for integers $G$ and $x$

$$u_G(x)=e^{2\pi i Gx/N}.$$

Since $E$ turns sums into products, $E(k)=E(1)^k=\omega^k$ for every integer $k$. Setting $k=Gx$ gives the claim. Changing $G$ or $x$ by a multiple of $N$ changes the exponent by a multiple of $2\pi i$, so the value depends only on the residue classes.

In Lean, the product of the two residue classes is first rewritten as the class of the integer $Gx$, to which Mathlib's formula for the character applies.

```lean
/-- For integer labels the plane wave is the exponential `exp (2πi G x / N)`. -/
theorem wave_intCast (G x : ℤ) :
    wave (G : ZMod N) (x : ZMod N) = Complex.exp (2 * Real.pi * Complex.I * (G * x) / N) := by
  unfold wave
  rw [← Int.cast_mul, ZMod.stdAddChar_coe]
  push_cast
  rfl
```

## (b) A plane wave at a difference of points

Show that

$$u_G(x-y)=u_G(x)\,\overline{u_G(y)}.$$

We have $E(Gx-Gy)=E(Gx)\,E(-Gy)$. The values of $E$ have modulus one, so $E(-Gy)=E(Gy)^{-1}=\overline{E(Gy)}$. The last rewrite in the proof, `AddChar.map_neg_eq_conj`, is this second step.

```lean
/-- A plane wave at a difference of grid points factorises. -/
theorem wave_sub (G x y : ZMod N) : wave G (x - y) = wave G x * conj (wave G y) := by
  unfold wave
  rw [mul_sub, sub_eq_add_neg, AddChar.map_add_eq_mul, AddChar.map_neg_eq_conj]
```

## (c) The potential of a density

Show that the potential generated by any grid function $f$ is

$$\sum_y v(x-y)f(y)=\frac1N\sum_G w(G)\,u_G(x)\,\hat f(G).$$

Insert the definition of $v$, apply (b) and exchange the two finite sums:

$$\frac1N\sum_G w(G)\,u_G(x)\sum_y\overline{u_G(y)}\,f(y).$$

The inner sum is $\hat f(G)$. The proof does the same: `simp only` expands everything into double sums, `Finset.sum_comm` exchanges them, and `ring` compares the terms.

With $f=\rho_j^\phi$, this identity lets a plane-wave code apply exchange by fast Fourier transforms, shown here for a one-dimensional grid and fixed orbitals.

```lean
/-- The potential generated by a density `f` is a sum over plane waves, each weighted by
the interaction coefficient and the Fourier component of `f`. -/
theorem potential_eq (w : ZMod N → ℝ) (f : ZMod N → ℂ) (x : ZMod N) :
    ∑ y, kernel w (x - y) * f y
      = (1 / (N : ℂ)) * ∑ G, (w G : ℂ) * wave G x * dft f G := by
  simp only [kernel, dft, wave_sub, Finset.mul_sum, Finset.sum_mul]
  rw [Finset.sum_comm]
  refine Finset.sum_congr rfl fun G _ => Finset.sum_congr rfl fun y _ => ?_
  ring
```

## (d) Matrix elements through two pair densities

Show that for any two grid functions $\chi$ and $\phi$

$$\langle\chi,K\phi\rangle=-\frac1N\sum_j\sum_G w(G)\,\overline{\hat\rho_j^\chi(G)}\;\hat\rho_j^\phi(G).$$

By (c), orbital $j$ contributes

$$-\frac1N\sum_G w(G)\left[\sum_x u_G(x)\,\psi_j(x)\,\overline{\chi(x)}\right]\hat\rho_j^\phi(G).$$

Since $\psi_j(x)\overline{\chi(x)}=\overline{\rho_j^\chi(x)}$, the bracket is the complex conjugate of $\sum_x\overline{u_G(x)}\,\rho_j^\chi(x)=\hat\rho_j^\chi(G)$. Summing over $j$ gives the result.

In the proof, `hc` evaluates the bracket and `key` gives the contribution of one orbital, without the overall minus sign. The closing `calc` moves the orbital sum outside the grid sum and restores the sign.

```lean
/-- Every matrix element of the exchange operator is a reciprocal-space sum over products
of Fourier components of two pair densities. -/
theorem exchange_matrix_element (w : ZMod N → ℝ) (ψ : ι → ZMod N → ℂ) (χ φ : ZMod N → ℂ) :
    braket χ (exchange w ψ φ) = -(1 / (N : ℂ)) * ∑ j, ∑ G, (w G : ℂ) *
      (conj (dft (pairDensity (ψ j) χ) G) * dft (pairDensity (ψ j) φ) G) := by
  -- the contribution of a single orbital
  have key : ∀ j, ∑ x, conj (χ x) *
      (ψ j x * ∑ y, kernel w (x - y) * pairDensity (ψ j) φ y)
      = (1 / (N : ℂ)) * ∑ G, (w G : ℂ) *
        (conj (dft (pairDensity (ψ j) χ) G) * dft (pairDensity (ψ j) φ) G) := by
    intro j
    have hc : ∀ G, conj (dft (pairDensity (ψ j) χ) G)
        = ∑ x, wave G x * (ψ j x * conj (χ x)) := by
      intro G
      simp only [dft, pairDensity, map_sum, map_mul, Complex.conj_conj]
    simp only [potential_eq, hc, Finset.mul_sum, Finset.sum_mul]
    rw [Finset.sum_comm]
    refine Finset.sum_congr rfl fun G _ => Finset.sum_congr rfl fun x _ => ?_
    ring
  -- exchange the sums over grid points and orbitals
  calc braket χ (exchange w ψ φ)
      = -∑ j, ∑ x, conj (χ x) *
          (ψ j x * ∑ y, kernel w (x - y) * pairDensity (ψ j) φ y) := by
        simp only [braket, exchange]
        rw [Finset.sum_comm, ← Finset.sum_neg_distrib]
        refine Finset.sum_congr rfl fun x _ => ?_
        rw [mul_neg, Finset.mul_sum]
    _ = _ := by
        rw [Finset.sum_congr rfl fun j _ => key j, ← Finset.mul_sum]
        ring
```

## (e) Hermiticity

Show that for real $w$

$$\langle K\chi,\phi\rangle=\langle\chi,K\phi\rangle.$$

The left side equals $\overline{\langle\phi,K\chi\rangle}$. Applying (d) with the two functions interchanged and conjugating gives

$$-\frac1N\sum_j\sum_G w(G)\,\hat\rho_j^\phi(G)\,\overline{\hat\rho_j^\chi(G)},$$

which is $\langle\chi,K\phi\rangle$, again by (d). Conjugation leaves $w(G)$ unchanged because it is real; its sign does not matter.

In Lean, reality is built into the type `w : ZMod N → ℝ`, and `Complex.conj_ofReal` uses it. The conjugate symmetry of the inner product is `hs`.

```lean
/-- The exchange operator is Hermitian. -/
theorem exchange_hermitian (w : ZMod N → ℝ) (ψ : ι → ZMod N → ℂ) (χ φ : ZMod N → ℂ) :
    braket (exchange w ψ χ) φ = braket χ (exchange w ψ φ) := by
  have hs : braket (exchange w ψ χ) φ = conj (braket φ (exchange w ψ χ)) := by
    simp only [braket, map_sum, map_mul, Complex.conj_conj]
    exact Finset.sum_congr rfl fun x _ => mul_comm _ _
  rw [hs, exchange_matrix_element, exchange_matrix_element]
  simp only [map_mul, map_neg, map_sum, map_div₀, map_one, map_natCast,
    Complex.conj_ofReal, Complex.conj_conj]
  congr 1
  refine Finset.sum_congr rfl fun j _ => Finset.sum_congr rfl fun G _ => ?_
  ring
```

## (f) The diagonal matrix element

Show that

$$\langle\phi,K\phi\rangle=-\frac1N\sum_j\sum_G w(G)\left|\hat\rho_j^\phi(G)\right|^2.$$

Set $\chi=\phi$ in (d) and use $\bar z z=|z|^2$. For $N=2$ and one orbital this is the opening formula.

The function $\phi$ need not be normalised. For $\phi\neq0$, the expectation value in the normalised state is the right side divided by $\sum_x|\phi(x)|^2$, a positive number that affects neither the sign nor the zeros.

The Lean statement equates the complex number `braket φ (exchange w ψ φ)` with a real number regarded as complex, so it also says that the imaginary part vanishes.

```lean
/-- The diagonal matrix element of exchange is minus the interaction-weighted sum of the squared
Fourier components of the pair densities, divided by the number of grid points. -/
theorem exchange_expectation (w : ZMod N → ℝ) (ψ : ι → ZMod N → ℂ) (φ : ZMod N → ℂ) :
    braket φ (exchange w ψ φ) = ((-(1 / (N : ℝ)) *
      ∑ j, ∑ G, w G * ‖dft (pairDensity (ψ j) φ) G‖ ^ 2 : ℝ) : ℂ) := by
  rw [exchange_matrix_element]
  simp only [Complex.conj_mul']
  push_cast
  ring
```

## (g) The sign of exchange

Assume $w(G)\ge0$ for all $G$, and show that

$$\operatorname{Re}\langle\phi,K\phi\rangle\le0.$$

Every term of the double sum in (f) is a non-negative coefficient times a square, and the prefactor $-1/N$ is negative. The real part appears because Lean's order relation is applied to real numbers; by (f) nothing is lost.

The condition `hw` says that no Fourier component of a density has negative interaction energy, as for Coulomb repulsion. In three dimensions the Coulomb coefficients are proportional to $1/|G|^2$ and positive for $G\ne0$, while the divergent $G=0$ term needs separate treatment. In this model $w(0)$ is simply a given finite number.

```lean
/-- For nonnegative interaction coefficients the real part of a diagonal matrix element of exchange
is never positive. -/
theorem exchange_nonpos (w : ZMod N → ℝ) (hw : ∀ G, 0 ≤ w G)
    (ψ : ι → ZMod N → ℂ) (φ : ZMod N → ℂ) :
    (braket φ (exchange w ψ φ)).re ≤ 0 := by
  rw [exchange_expectation, Complex.ofReal_re]
  have hN : 0 ≤ 1 / (N : ℝ) := by positivity
  exact mul_nonpos_of_nonpos_of_nonneg (neg_nonpos.mpr hN)
    (Finset.sum_nonneg fun j _ => Finset.sum_nonneg fun G _ =>
      mul_nonneg (hw G) (sq_nonneg _))
```

## (h) When exchange vanishes

Assume again that $w(G)\ge0$ for all $G$. Show that

$$\langle\phi,K\phi\rangle=0\iff\text{for all }j,G:\; w(G)=0\ \text{or}\ \hat\rho_j^\phi(G)=0.$$

The prefactor in (f) is non-zero, so the double sum must vanish. A sum of non-negative terms is zero only if each term is zero, and $w(G)|\hat\rho_j^\phi(G)|^2=0$ forces one of its factors to vanish. Conversely, if one factor vanishes in every term, the sum is zero.

The proof applies `Finset.sum_eq_zero_iff_of_nonneg` twice, first to the sum over orbitals and then to the sum over $G$.

A limiting case shows how weak this condition can be. If only $w(0)$ is non-zero, the interaction is constant in space, and since $\hat\rho_j^\phi(0)=\langle\psi_j,\phi\rangle$, formula (f) becomes $-\frac{w(0)}N\sum_j|\langle\psi_j,\phi\rangle|^2$. It vanishes for every $\phi$ orthogonal to all the orbitals, even where they share the same grid points.

```lean
/-- For nonnegative coefficients the diagonal matrix element of exchange vanishes exactly when no
pair density has a nonzero Fourier component where the interaction coefficient is nonzero. -/
theorem exchange_eq_zero_iff (w : ZMod N → ℝ) (hw : ∀ G, 0 ≤ w G)
    (ψ : ι → ZMod N → ℂ) (φ : ZMod N → ℂ) :
    braket φ (exchange w ψ φ) = 0 ↔
      ∀ j G, w G = 0 ∨ dft (pairDensity (ψ j) φ) G = 0 := by
  have hN : -(1 / (N : ℝ)) ≠ 0 :=
    neg_ne_zero.mpr (one_div_ne_zero (Nat.cast_ne_zero.mpr (NeZero.ne N)))
  rw [exchange_expectation, Complex.ofReal_eq_zero, mul_eq_zero, or_iff_right hN,
    Finset.sum_eq_zero_iff_of_nonneg (fun j _ => Finset.sum_nonneg fun G _ =>
      mul_nonneg (hw G) (sq_nonneg _))]
  constructor
  · intro h j G
    have h' := (Finset.sum_eq_zero_iff_of_nonneg (fun G _ =>
      mul_nonneg (hw G) (sq_nonneg _))).1 (h j (Finset.mem_univ j)) G (Finset.mem_univ G)
    simpa using h'
  · intro h j _
    refine Finset.sum_eq_zero fun G _ => ?_
    rcases h j G with h | h <;> simp [h]
```

## (i) Recovering a function from its Fourier components

Show that

$$\sum_G u_G(x)\,\hat f(G)=N f(x).$$

Inserting the definition of $\hat f$ and using (b) gives $\sum_y\left[\sum_G u_G(x-y)\right]f(y)$. For $y=x$ every term of the bracket is $1$, and the bracket is $N$. For $y\neq x$ put $z=E(x-y)$. Then $z\ne1$ and $z^N=1$, so the bracket is the geometric sum

$$\sum_{k=0}^{N-1}z^k=\frac{z^N-1}{z-1}=0.$$

Only $y=x$ survives. The step `orth` is this orthogonality relation; in place of the geometric sum, Lean uses Mathlib's theorem on sums of a primitive character.

```lean
/-- Fourier inversion on the grid. -/
theorem dft_inversion (f : ZMod N → ℂ) (x : ZMod N) :
    ∑ G, wave G x * dft f G = N * f x := by
  -- orthogonality of the plane waves
  have orth : ∀ y : ZMod N, ∑ G, wave G (x - y) = if y = x then (N : ℂ) else 0 := by
    intro y
    by_cases hxy : y = x
    · subst hxy
      simp [wave, ZMod.card]
    · have h := AddChar.sum_mulShift (x - y) (ZMod.isPrimitive_stdAddChar N)
      have hne : x - y ≠ 0 := sub_ne_zero.mpr (Ne.symm hxy)
      simpa [wave, hxy, hne, Ne.symm hxy] using h
  calc ∑ G, wave G x * dft f G = ∑ y, (∑ G, wave G (x - y)) * f y := by
        simp only [dft, wave_sub, Finset.mul_sum, Finset.sum_mul]
        rw [Finset.sum_comm]
        refine Finset.sum_congr rfl fun y _ => Finset.sum_congr rfl fun G _ => ?_
        ring
    _ = N * f x := by
        simp only [orth, ite_mul, zero_mul, Finset.sum_ite_eq', Finset.mem_univ, if_true]
```

## (j) Strictly positive coefficients

Assume $w(G)>0$ for all $G$, so that the interaction acts on every Fourier component. Show that

$$\langle\phi,K\phi\rangle=0\iff\text{for all }j,x:\;\psi_j(x)=0\ \text{or}\ \phi(x)=0.$$

If the left side holds, (h) gives $\hat\rho_j^\phi(G)=0$ for all $j$ and $G$, because $w(G)$ is never zero. By (i), $N\rho_j^\phi(x)=0$, so $\overline{\psi_j(x)}\,\phi(x)=0$ at every point and one factor vanishes. Conversely, if one factor vanishes at every point, all pair densities are zero, and so are their Fourier components; (h) then gives the left side.

In the proof, `hd` collects the vanishing Fourier components, `hi` is the inversion formula for the pair density, and `hp` is the resulting zero at the point $x$. For $N\ge2$, orthogonality to the orbitals is thus in general no longer enough: there must be no grid point at which $\phi$ and one of the orbitals are both non-zero.

```lean
/-- If all interaction coefficients are positive, the diagonal matrix element of exchange vanishes
exactly when at every grid point each orbital or `φ` is zero. -/
theorem exchange_eq_zero_iff_no_overlap (w : ZMod N → ℝ) (hw : ∀ G, 0 < w G)
    (ψ : ι → ZMod N → ℂ) (φ : ZMod N → ℂ) :
    braket φ (exchange w ψ φ) = 0 ↔ ∀ j x, ψ j x = 0 ∨ φ x = 0 := by
  rw [exchange_eq_zero_iff w (fun G => (hw G).le)]
  constructor
  · intro h j x
    have hd : ∀ G, dft (pairDensity (ψ j) φ) G = 0 :=
      fun G => (h j G).resolve_left (hw G).ne'
    have hi := dft_inversion (pairDensity (ψ j) φ) x
    simp only [hd, mul_zero, Finset.sum_const_zero] at hi
    have hp := (mul_eq_zero.1 hi.symm).resolve_left (Nat.cast_ne_zero.mpr (NeZero.ne N))
    simpa [pairDensity] using hp
  · intro h j G
    right
    unfold dft
    refine Finset.sum_eq_zero fun x _ => ?_
    rcases h j x with h | h <;> simp [pairDensity, h]

end

end PlaneWaveExactExchange
```

```lean
#print axioms PlaneWaveExactExchange.wave_intCast
#print axioms PlaneWaveExactExchange.exchange_hermitian
#print axioms PlaneWaveExactExchange.exchange_nonpos
#print axioms PlaneWaveExactExchange.exchange_eq_zero_iff_no_overlap
```

```
'PlaneWaveExactExchange.wave_intCast' depends on axioms: [propext, Classical.choice, Quot.sound]
'PlaneWaveExactExchange.exchange_hermitian' depends on axioms: [propext, Classical.choice, Quot.sound]
'PlaneWaveExactExchange.exchange_nonpos' depends on axioms: [propext, Classical.choice, Quot.sound]
'PlaneWaveExactExchange.exchange_eq_zero_iff_no_overlap' depends on axioms: [propext, Classical.choice, Quot.sound]
```
